# The largest force error from incomplete relaxation in a quadratic energy model

An electronic-structure program moves a nucleus and then relaxes the orbital coefficients iteratively. Suppose that it stops with the energy within some small \(\delta\) of its minimum, and computes the force on the nucleus from the coefficients it has. How wrong can that force be?

The problems below answer this for a model in which the energy is quadratic in the coefficients and one nuclear coordinate \(x\) couples to them linearly. The coefficients form a real vector \(c\) over a finite index set `n`. The real symmetric positive definite matrix \(A\) is the stiffness of the energy against changes of the coefficients, and the real vector \(b\) says how strongly the coordinate drives each of them.

```lean
import Mathlib

open Matrix

namespace IncompleteRelaxation

noncomputable section

variable {n : Type*} [Fintype n] [DecidableEq n]
```

The energy is

\[
E(x,c)=\tfrac12\,c\cdot Ac-x\,b\cdot c .
\]

In Lean, `⬝ᵥ` is the dot product and `*ᵥ` applies a matrix to a vector.

```lean
/-- The energy `c·Ac/2 - x b·c` of the coefficients `c` at the nuclear coordinate `x`. -/
def energy (A : Matrix n n ℝ) (b : n → ℝ) (x : ℝ) (c : n → ℝ) : ℝ :=
  c ⬝ᵥ A *ᵥ c / 2 - x * (b ⬝ᵥ c)
```

The explicit force is \(F(c)=b\cdot c\).

```lean
/-- The explicit force `b·c` computed from the coefficients `c`. -/
def force (b c : n → ℝ) : ℝ := b ⬝ᵥ c
```

Write \(u=A^{-1}b\) for the response vector and \(c^*=xu\) for the coefficients called relaxed; part (e) justifies the name.

```lean
/-- The relaxed coefficients `x A⁻¹b`, for an invertible matrix `A`. -/
def relaxed (A : Matrix n n ℝ) (b : n → ℝ) (x : ℝ) : n → ℝ :=
  x • (A⁻¹ *ᵥ b)
```

The possible force errors are collected in a set of real numbers. It contains \(|F(c)-F(c^*)|\) for every \(c\) with \(E(x,c)\le E(x,c^*)+\delta\).

```lean
/-- The absolute force errors, relative to the relaxed coefficients, of all coefficient vectors
whose energy is at most `δ` above the relaxed energy, for an invertible matrix `A`. -/
def forceErrors (A : Matrix n n ℝ) (b : n → ℝ) (x δ : ℝ) : Set ℝ :=
  {e | ∃ c, energy A b x c ≤ energy A b x (relaxed A b x) + δ ∧
    e = |force b c - force b (relaxed A b x)|}
```

The model leaves the coefficients unconstrained, without normalisation or orthogonality, and keeps \(A\) and \(b\) independent of \(x\). It does not treat separately the force terms that arise when the basis moves with the nucleus. For a real matrix, the hypothesis `A.PosDef` includes symmetry.

## (a) The slope at fixed coefficients

Show that the explicit force is minus the derivative of the energy when the coefficients are held fixed:

\[
\left.\frac{\partial E}{\partial x}\right|_{c}=-F(c).
\]

The term \(\tfrac12 c\cdot Ac\) does not contain \(x\), and \(-x\,b\cdot c\) is linear in \(x\) with slope \(-b\cdot c\). Lean differentiates in the same way, as a constant minus a multiple of the coordinate. Here \(A\) may be any real square matrix.

```lean
omit [DecidableEq n] in
/-- The explicit force is minus the derivative of the energy with respect to the coordinate
at fixed coefficients. -/
theorem hasDerivAt_energy (A : Matrix n n ℝ) (b c : n → ℝ) (x : ℝ) :
    HasDerivAt (fun y => energy A b y c) (-force b c) x := by
  have h : HasDerivAt (fun y => energy A b y c) (-(1 * (b ⬝ᵥ c))) x :=
    ((hasDerivAt_id' x).mul_const (b ⬝ᵥ c)).const_sub (c ⬝ᵥ A *ᵥ c / 2)
  exact h.congr_deriv (by simp only [force, one_mul])
```

## (b) What the matrix does to the response vector

Show that

\[
Au=b .
\]

A positive definite matrix has positive determinant, so it is invertible and \(Au=AA^{-1}b=b\). The determinant enters the proof as `hA.det_pos`.

```lean
/-- A positive definite matrix applied to the response vector `A⁻¹b` returns `b`. -/
theorem mulVec_response {A : Matrix n n ℝ} (hA : A.PosDef) (b : n → ℝ) :
    A *ᵥ (A⁻¹ *ᵥ b) = b := by
  rw [Matrix.mulVec_mulVec, Matrix.mul_nonsing_inv A hA.det_pos.ne'.isUnit, Matrix.one_mulVec]
```

## (c) Moving the matrix across the dot product

Show that, for every \(c\),

\[
u\cdot Ac=c\cdot b .
\]

By symmetry, \(u\cdot Ac=(A^{T}u)\cdot c=(Au)\cdot c\), which is \(b\cdot c\) by (b). In the code, `hT` is the symmetry of \(A\), read off from positive definiteness.

```lean
/-- For positive definite `A`, the response vector `A⁻¹b` satisfies `A⁻¹b·Ac = c·b`. -/
theorem response_dot {A : Matrix n n ℝ} (hA : A.PosDef) (b c : n → ℝ) :
    (A⁻¹ *ᵥ b) ⬝ᵥ A *ᵥ c = c ⬝ᵥ b := by
  have hT : Aᵀ = A := by
    have h := hA.isHermitian.eq
    rwa [Matrix.conjTranspose_eq_transpose_of_trivial] at h
  rw [Matrix.dotProduct_mulVec, ← Matrix.mulVec_transpose, hT, mulVec_response hA,
    dotProduct_comm]
```

## (d) The energy cost of a coefficient error

Show that the energy excess is exactly quadratic in the coefficient error:

\[
E(x,c)-E(x,c^*)=\tfrac12\,(c-c^*)\cdot A(c-c^*).
\]

Since \(Ac^*=xb\), expanding the right-hand side with (c) gives

\[
\tfrac12 c\cdot Ac-x\,b\cdot c+\tfrac12x^2\,b\cdot u .
\]

The first two terms are \(E(x,c)\). The last is \(-E(x,c^*)\), because

\[
E(x,c^*)=\tfrac12x^2\,u\cdot b-x^2\,b\cdot u=-\tfrac12x^2\,b\cdot u .
\]

The `simp only` step performs the expansion, and `linear_combination` matches the terms using (c) and the symmetry of the dot product.

```lean
/-- For positive definite `A`, the energy above the relaxed energy is half the quadratic form
of `A` in the coefficient error. -/
theorem energy_excess {A : Matrix n n ℝ} (hA : A.PosDef) (b : n → ℝ) (x : ℝ) (c : n → ℝ) :
    energy A b x c - energy A b x (relaxed A b x) =
      (c - relaxed A b x) ⬝ᵥ A *ᵥ (c - relaxed A b x) / 2 := by
  simp only [energy, relaxed, Matrix.mulVec_sub, Matrix.mulVec_smul, mulVec_response hA,
    sub_dotProduct, dotProduct_sub, smul_dotProduct, dotProduct_smul, smul_eq_mul]
  linear_combination (x / 2) * response_dot hA b c - x * dotProduct_comm b c
    + x ^ 2 * dotProduct_comm b (A⁻¹ *ᵥ b)
```

## (e) The unique minimum

Show that for every \(c\neq c^*\)

\[
E(x,c^*)<E(x,c).
\]

The vector \(c-c^*\) is nonzero, so its quadratic form is strictly positive, and (d) turns this into an energy difference. The window in `forceErrors` is therefore measured from the true minimum.

```lean
/-- For positive definite `A`, every coefficient vector other than the relaxed one has
strictly higher energy. -/
theorem relaxed_unique_min {A : Matrix n n ℝ} (hA : A.PosDef) (b : n → ℝ) (x : ℝ)
    {c : n → ℝ} (hc : c ≠ relaxed A b x) :
    energy A b x (relaxed A b x) < energy A b x c := by
  have h := hA.dotProduct_mulVec_pos (sub_ne_zero.mpr hc)
  rw [star_trivial] at h
  linarith [energy_excess hA b x c]
```

## (f) The slope of the relaxed energy

Now let the coefficients follow the coordinate, \(c^*(x)=xu\). Show that

\[
\frac{d}{dx}E(x,c^*(x))=-F(c^*(x)).
\]

Put \(\beta=b\cdot A^{-1}b=b\cdot u\). By (d), the relaxed energy is the parabola \(-\tfrac12\beta x^2\). Its derivative is \(-\beta x=-b\cdot(xu)\), which is \(-F(c^*)\). The code establishes the parabola as `e` and then differentiates it.

So the reference force in the error is the true force on the relaxed energy curve, and \(\beta\) is the rate at which that force grows with \(x\). The theorem is named `hellmann_feynman` by analogy: the quantum-mechanical statement concerns eigenstates of a parameter-dependent Hamiltonian, while this one concerns the minimum of the quadratic energy above.

```lean
/-- Hellmann-Feynman theorem for this model: for positive definite `A`, minus the derivative of
the relaxed energy is the explicit force at the relaxed coefficients. -/
theorem hellmann_feynman {A : Matrix n n ℝ} (hA : A.PosDef) (b : n → ℝ) (x : ℝ) :
    HasDerivAt (fun y => energy A b y (relaxed A b y)) (-force b (relaxed A b x)) x := by
  -- the relaxed energy is a parabola in the coordinate
  have e : ∀ y, energy A b y (relaxed A b y) = -(b ⬝ᵥ A⁻¹ *ᵥ b) / 2 * (y * y) := by
    intro y
    simp only [energy, relaxed, Matrix.mulVec_smul, mulVec_response hA,
      smul_dotProduct, dotProduct_smul, smul_eq_mul]
    linear_combination (-(y ^ 2 / 2)) * dotProduct_comm b (A⁻¹ *ᵥ b)
  rw [funext e]
  refine (((hasDerivAt_id' x).fun_mul (hasDerivAt_id' x)).const_mul
    (-(b ⬝ᵥ A⁻¹ *ᵥ b) / 2)).congr_deriv ?_
  simp only [force, relaxed, dotProduct_smul, smul_eq_mul]
  ring
```

## (g) A Cauchy–Schwarz inequality in the metric of the stiffness

Show that a coefficient change \(d\) alters the force by a limited amount:

\[
(b\cdot d)^2\le\beta\,(d\cdot Ad).
\]

For every real \(t\), positivity of \(A\) together with (b) and (c) gives

\[
0\le(tu-d)\cdot A(tu-d)=\beta t^2-2t\,b\cdot d+d\cdot Ad .
\]

A quadratic that is nowhere negative has discriminant at most zero, so \(4(b\cdot d)^2-4\beta\,d\cdot Ad\le0\). This also holds for \(\beta=0\), since a linear function that is nowhere negative has slope zero. In the proof, `h` is the nonnegative quadratic and `discrim_le_zero` supplies the conclusion.

```lean
/-- Cauchy-Schwarz inequality in the metric of a positive definite `A`: the squared force change
`(b·d)²` is at most `b·A⁻¹b` times `d·Ad`. -/
theorem force_sq_le {A : Matrix n n ℝ} (hA : A.PosDef) (b d : n → ℝ) :
    (b ⬝ᵥ d) ^ 2 ≤ (b ⬝ᵥ A⁻¹ *ᵥ b) * (d ⬝ᵥ A *ᵥ d) := by
  -- the quadratic form of t A⁻¹b - d is nonnegative for every t
  have h : ∀ t : ℝ, 0 ≤ (b ⬝ᵥ A⁻¹ *ᵥ b) * (t * t) + (-2 * (b ⬝ᵥ d)) * t
      + d ⬝ᵥ A *ᵥ d := by
    intro t
    have hp := hA.posSemidef.dotProduct_mulVec_nonneg (t • (A⁻¹ *ᵥ b) - d)
    rw [star_trivial] at hp
    refine hp.trans_eq ?_
    simp only [Matrix.mulVec_sub, Matrix.mulVec_smul, mulVec_response hA,
      sub_dotProduct, dotProduct_sub, smul_dotProduct, dotProduct_smul, smul_eq_mul]
    linear_combination (-t ^ 2) * dotProduct_comm b (A⁻¹ *ᵥ b) - t * response_dot hA b d
      + 2 * t * dotProduct_comm b d
  have hd := discrim_le_zero h
  unfold discrim at hd
  nlinarith [hd]
```

## (h) The worst case within an energy window

Let \(\delta\ge0\). Show that the largest force error is

\[
\max_{E(x,c)\le E(x,c^*)+\delta}|F(c)-F(c^*)|=\sqrt{2\delta\,b\cdot A^{-1}b}.
\]

For the upper bound, let \(d=c-c^*\). By (d), the energy window means \(d\cdot Ad\le2\delta\). Since \(\beta=u\cdot Au\ge0\), (g) gives \((b\cdot d)^2\le2\delta\beta\), and taking the root gives the bound.

To attain it when \(\beta>0\), displace the coefficients along the response vector:

\[
c=c^*+su,\qquad s=\sqrt{2\delta/\beta}.
\]

The energy excess is \(\tfrac12s^2\beta=\delta\), and the force changes by \(s\beta=\sqrt{2\delta\beta}\). When \(\beta=0\), which for positive definite \(A\) happens only if \(b=0\), the claimed value is zero and \(c^*\) itself attains it.

`IsGreatest` says that the number belongs to the set and is an upper bound for it. The code proves membership first, fixing \(s\) by \(s\beta=\sqrt{2\delta\beta}\) and deriving \(s^2\beta=2\delta\) as `hw`; the final `calc` is the upper bound. For \(\delta<0\) no coefficients qualify, and the set has no greatest element.

```lean
/-- For positive definite `A` and `δ ≥ 0`, the largest force error among coefficients with energy
at most `δ` above the minimum is exactly `√(2 δ b·A⁻¹b)`. -/
theorem largest_force_error {A : Matrix n n ℝ} (hA : A.PosDef) (b : n → ℝ) (x : ℝ)
    {δ : ℝ} (hδ : 0 ≤ δ) :
    IsGreatest (forceErrors A b x δ) (√(2 * δ * (b ⬝ᵥ A⁻¹ *ᵥ b))) := by
  have hβ : 0 ≤ b ⬝ᵥ A⁻¹ *ᵥ b := by
    have h := hA.posSemidef.dotProduct_mulVec_nonneg (A⁻¹ *ᵥ b)
    rwa [star_trivial, mulVec_response hA, dotProduct_comm] at h
  constructor
  · rcases hβ.eq_or_lt with h0 | hpos
    · refine ⟨relaxed A b x, by linarith, ?_⟩
      rw [← h0, mul_zero, Real.sqrt_zero, sub_self, abs_zero]
    · -- displace the relaxed coefficients along A⁻¹b until the energy window is used up
      obtain ⟨s, hs⟩ : ∃ s : ℝ, s * (b ⬝ᵥ A⁻¹ *ᵥ b) = √(2 * δ * (b ⬝ᵥ A⁻¹ *ᵥ b)) :=
        ⟨_ / (b ⬝ᵥ A⁻¹ *ᵥ b), div_mul_cancel₀ _ hpos.ne'⟩
      have hsq := Real.mul_self_sqrt (show 0 ≤ 2 * δ * (b ⬝ᵥ A⁻¹ *ᵥ b) by positivity)
      rw [← hs] at hsq
      have hw : s * (s * (b ⬝ᵥ A⁻¹ *ᵥ b)) = 2 * δ :=
        mul_right_cancel₀ hpos.ne' (by linear_combination hsq)
      refine ⟨relaxed A b x + s • (A⁻¹ *ᵥ b), ?_, ?_⟩
      · have h := energy_excess hA b x (relaxed A b x + s • (A⁻¹ *ᵥ b))
        rw [add_sub_cancel_left, Matrix.mulVec_smul, mulVec_response hA, smul_dotProduct,
          dotProduct_smul, smul_eq_mul, smul_eq_mul, dotProduct_comm _ b, hw] at h
        linarith
      · rw [force, force, dotProduct_add, add_sub_cancel_left, dotProduct_smul, smul_eq_mul,
          hs, abs_of_nonneg (Real.sqrt_nonneg _)]
  · rintro e ⟨c, hc, rfl⟩
    apply Real.abs_le_sqrt
    rw [force, force, ← dotProduct_sub]
    have hq : (c - relaxed A b x) ⬝ᵥ A *ᵥ (c - relaxed A b x) ≤ 2 * δ := by
      linarith [energy_excess hA b x c]
    calc _ ≤ _ := force_sq_le hA b (c - relaxed A b x)
      _ ≤ (b ⬝ᵥ A⁻¹ *ᵥ b) * (2 * δ) := mul_le_mul_of_nonneg_left hq hβ
      _ = _ := by ring
```

## (i) Tightening the energy window

Let \(\delta\ge0\) and \(t\ge0\). Show that replacing \(\delta\) by \(t^2\delta\) multiplies the largest error by \(t\), so that it becomes

\[
t\sqrt{2\delta\,b\cdot A^{-1}b}.
\]

Apply (h) to the window \(t^2\delta\) and take \(t^2\) out of the root, using \(\sqrt{t^2}=t\). For simulation practice this means that, in this quadratic one-coordinate model, an energy window a hundred times narrower reduces the worst-case force error by a factor of ten.

```lean
/-- Square-root scaling: for positive definite `A`, `δ ≥ 0` and `t ≥ 0`, multiplying the energy
window `δ` by `t²` multiplies the largest force error by `t`. -/
theorem force_error_scaling {A : Matrix n n ℝ} (hA : A.PosDef) (b : n → ℝ) (x : ℝ)
    {δ t : ℝ} (hδ : 0 ≤ δ) (ht : 0 ≤ t) :
    IsGreatest (forceErrors A b x (t ^ 2 * δ)) (t * √(2 * δ * (b ⬝ᵥ A⁻¹ *ᵥ b))) := by
  have h := largest_force_error hA b x (mul_nonneg (sq_nonneg t) hδ)
  rwa [show 2 * (t ^ 2 * δ) * (b ⬝ᵥ A⁻¹ *ᵥ b) = t ^ 2 * (2 * δ * (b ⬝ᵥ A⁻¹ *ᵥ b)) by ring,
    Real.sqrt_mul (sq_nonneg t), Real.sqrt_sq ht] at h
```

## (j) Choosing a window for a force tolerance

Let \(\delta\ge0\) and \(\varepsilon\ge0\). Show that every force error in the window is at most \(\varepsilon\) exactly when

\[
2\delta\,b\cdot A^{-1}b\le\varepsilon^2 .
\]

All errors are at most \(\varepsilon\) if and only if the largest one is. By (h) this means \(\sqrt{2\delta\beta}\le\varepsilon\), which for \(\varepsilon\ge0\) is equivalent to the squared inequality. The forward direction uses that the largest error is attained (`hmax.1`), and the converse uses that it is an upper bound (`hmax.2`).

```lean
/-- For positive definite `A`, `δ ≥ 0` and `ε ≥ 0`, an energy window `δ` guarantees force errors
of at most `ε` exactly when `2 δ b·A⁻¹b ≤ ε²`. -/
theorem force_tolerance_iff {A : Matrix n n ℝ} (hA : A.PosDef) (b : n → ℝ) (x : ℝ)
    {δ ε : ℝ} (hδ : 0 ≤ δ) (hε : 0 ≤ ε) :
    (∀ e ∈ forceErrors A b x δ, e ≤ ε) ↔ 2 * δ * (b ⬝ᵥ A⁻¹ *ᵥ b) ≤ ε ^ 2 := by
  have hmax := largest_force_error hA b x hδ
  constructor
  · intro h
    exact (Real.sqrt_le_iff.mp (h _ hmax.1)).2
  · intro h e he
    exact (hmax.2 he).trans (Real.sqrt_le_iff.mpr ⟨hε, h⟩)

end

end IncompleteRelaxation
```

```lean
#print axioms IncompleteRelaxation.hellmann_feynman
-- 'IncompleteRelaxation.hellmann_feynman' depends on axioms: [propext, Classical.choice, Quot.sound]
#print axioms IncompleteRelaxation.largest_force_error
-- 'IncompleteRelaxation.largest_force_error' depends on axioms: [propext, Classical.choice, Quot.sound]
#print axioms IncompleteRelaxation.force_error_scaling
-- 'IncompleteRelaxation.force_error_scaling' depends on axioms: [propext, Classical.choice, Quot.sound]
#print axioms IncompleteRelaxation.force_tolerance_iff
-- 'IncompleteRelaxation.force_tolerance_iff' depends on axioms: [propext, Classical.choice, Quot.sound]
```
